# In a two-channel gap equation at fixed temperature, increasing isotropic non-magnetic disorder reverses the order of the pairing eigenvalues exactly once if the attraction is stronger for the zero-average gap than for the uniform one

I describe non-magnetic impurities by a single isotropic scattering strength $x$, which shifts every positive Matsubara frequency from $w$ to $w+x$. That shift makes the pair propagator smaller whatever the gap looks like, so I would expect a uniform gap and a sign-changing gap with zero average over the Fermi surface to weaken together. Why does the uniform one survive? And if the sign-changing channel starts out stronger, does it lose its lead only once, or could the lead change hands several times as $x$ grows?

## Scattering also dresses the gap, but only through its average

The frequency shift is half of the effect. The same scattering events also feed the gap from one part of the Fermi surface into another, and the model must contain both.

Take a finite set of equally weighted Fermi-surface patches $k$ and write $\langle f\rangle$ for the average over them. Let the form factor $\varphi$ satisfy $\langle\varphi\rangle=0$ and $\langle\varphi^2\rangle=1$, and let the attraction between patches, made dimensionless by the density of states, be $g_s+g_d\,\varphi(k)\varphi(k')$ with $g_d>g_s>0$. Measure energies in units of $2\pi T$, so that $w_n=n+\tfrac12$, and keep the terms $n=0,\dots,N-1$ with $N\ge1$. The dressed gap $D$ obeys the ladder equation

$$D(k)=\Delta(k)+\frac{x}{w+x}\langle D\rangle .$$

Averaging gives $\langle D\rangle\,\frac{w}{w+x}=\langle\Delta\rangle$, and therefore $D(k)=\Delta(k)+\frac{x}{w}\langle\Delta\rangle$. The linearised gap equation is $K\Delta=\Delta$, so a channel becomes unstable to pairing when its eigenvalue of $K$ reaches 1. The map is

$$(K\Delta)(k)=\sum_{n<N}\frac{\big\langle (g_s+g_d\varphi(k)\varphi(k'))\,D_n(k')\big\rangle_{k'}}{w_n+x}.$$

**Uniform gap.** For $\Delta=1$ the dressed gap is $1+x/w_n=(w_n+x)/w_n$. Its numerator cancels the shifted frequency, and the $g_d$ term averages to zero. With $A(x)=\sum_{n<N}1/(w_n+x)$, the eigenvalue is $g_sA(0)$ for every $x\ge0$.

**Sign-changing gap.** For $\Delta=\varphi$ the average vanishes, so $D=\varphi$ and nothing compensates the shift. The $g_s$ term drops out, $\langle\varphi^2\rangle=1$ gives $g_d\varphi(k)$, and the eigenvalue is $g_dA(x)$.

**One crossing.** Every term of $A$ falls strictly with $x$, so $g_dA(x)$ can meet the constant $g_sA(0)$ at most once. At $x=0$ it lies above. At $X=Ng_d/g_s$ it no longer does, because $g_d/(w_n+X)\le g_s/w_n$ amounts to $g_dw_n\le g_sw_n+Ng_d$, which holds since $w_n\le N$. By continuity there is a crossing $c>0$, and the lead never changes back.

**Where it lies.** Since $w_n\ge\tfrac12$, each term satisfies $1/w_n\le(1+2x)/(w_n+x)$, so $A(0)\le(1+2x)A(x)$. Since $w_n\le N-\tfrac12$, likewise $(N-\tfrac12+x)A(x)\le(N-\tfrac12)A(0)$. Inserting $g_dA(c)=g_sA(0)$ and dividing by $A(c)>0$ gives

$$\tfrac12\Big(\frac{g_d}{g_s}-1\Big)\le c\le\Big(N-\tfrac12\Big)\Big(\frac{g_d}{g_s}-1\Big).$$

For $N=1$ the bounds coincide and $c=\tfrac12(g_d/g_s-1)$.

Here is the same argument in Lean.

```lean
import Mathlib

open Finset

namespace DisorderPairingSymmetry

noncomputable section

/-- The positive fermionic Matsubara frequency with index `n`, in units of `2πT`. -/
def freq (n : ℕ) : ℝ := n + 1 / 2

/-- The pair sum `A(x)` over `N` Matsubara terms at scattering strength `x ≥ 0`. -/
def pairSum (N : ℕ) (x : ℝ) : ℝ := ∑ n ∈ range N, 1 / (freq n + x)

variable {ι : Type*} [Fintype ι]

/-- The average over a nonempty finite set of equally weighted Fermi-surface patches. -/
def avg (f : ι → ℝ) : ℝ := (∑ k, f k) / Fintype.card ι

/-- The gap `Δ` dressed by isotropic impurity scattering of strength `x`, at frequency `w > 0`. -/
def dressed (Δ : ι → ℝ) (w x : ℝ) (k : ι) : ℝ := Δ k + x / w * avg Δ

/-- The linearised gap equation as a map on gap functions, for the attraction
`gs + gd φ(k) φ(k')` between patches and scattering strength `x ≥ 0`. -/
def pairingMap (gs gd : ℝ) (φ : ι → ℝ) (N : ℕ) (x : ℝ) (Δ : ι → ℝ) (k : ι) : ℝ :=
  ∑ n ∈ range N,
    avg (fun k' => (gs + gd * φ k * φ k') * dressed Δ (freq n) x k') / (freq n + x)

/-- Matsubara frequencies of nonnegative index are positive. -/
theorem freq_pos (n : ℕ) : 0 < freq n := by
  unfold freq
  positivity

/-- The average over a nonempty Fermi surface is linear and preserves constants. -/
theorem avg_lin [Nonempty ι] (f g F : ι → ℝ) (a b c : ℝ)
    (h : ∀ k, F k = a * f k + b * g k + c) : avg F = a * avg f + b * avg g + c := by
  have hc : (Fintype.card ι : ℝ) ≠ 0 := Nat.cast_ne_zero.mpr Fintype.card_ne_zero
  simp only [avg, h, sum_add_distrib, ← mul_sum, sum_const, card_univ, nsmul_eq_mul]
  field_simp

/-- For `w > 0` and `x ≥ 0` the impurity ladder equation has the dressed gap as its
only solution. -/
theorem ladder_iff [Nonempty ι] (Δ D : ι → ℝ) {w x : ℝ} (hw : 0 < w) (hx : 0 ≤ x) :
    (∀ k, D k = Δ k + x / (w + x) * avg D) ↔ D = dressed Δ w x := by
  have hw0 : w ≠ 0 := hw.ne'
  have hwx : w + x ≠ 0 := by positivity
  constructor
  · intro h
    -- averaging the equation determines the average of the dressed gap
    have h1 := avg_lin Δ Δ D 1 0 (x / (w + x) * avg D) (fun k => by linear_combination h k)
    have e : x / (w + x) * (w + x) = x := div_mul_cancel₀ _ hwx
    have h3 : w * avg D = (w + x) * avg Δ := by
      linear_combination (w + x) * h1 + avg D * e
    have h2 : x / (w + x) * avg D = x / w * avg Δ := by
      rw [div_mul_eq_mul_div, div_mul_eq_mul_div, div_eq_div_iff hwx hw0]
      linear_combination x * h3
    funext k
    unfold dressed
    linear_combination h k + h2
  · rintro rfl k
    have h1 := avg_lin Δ Δ (dressed Δ w x) 1 0 (x / w * avg Δ)
      (fun k => by simp only [dressed]; ring)
    have h2 : x / w = x / (w + x) * (1 + x / w) := by field_simp
    rw [h1]
    simp only [dressed]
    linear_combination avg Δ * h2

/-- If `φ` averages to zero, the uniform gap has pairing eigenvalue `gs A(0)` at every
scattering strength `x ≥ 0`. -/
theorem uniform_eigenvalue [Nonempty ι] (gs gd : ℝ) (φ : ι → ℝ) (hφ : avg φ = 0)
    (N : ℕ) {x : ℝ} (hx : 0 ≤ x) :
    pairingMap gs gd φ N x (fun _ => 1) = (gs * pairSum N 0) • (fun _ : ι => (1 : ℝ)) := by
  have h1 : avg (fun _ : ι => (1 : ℝ)) = 1 := by simp [avg]
  funext k
  simp only [pairingMap, pairSum, Pi.smul_apply, smul_eq_mul, mul_one, mul_sum]
  refine sum_congr rfl fun n _ => ?_
  have hw := freq_pos n
  have hwx : freq n + x ≠ 0 := by positivity
  have key : avg (fun k' => (gs + gd * φ k * φ k') * dressed (fun _ => 1) (freq n) x k')
      = gs * (1 + x / freq n) := by
    rw [avg_lin φ φ (fun k' => (gs + gd * φ k * φ k') * dressed (fun _ => 1) (freq n) x k')
      (gd * φ k * (1 + x / freq n)) 0 (gs * (1 + x / freq n))
      (fun k' => by simp only [dressed, h1]; ring), hφ]
    ring
  -- the dressing of the gap cancels the shift of the frequency
  have cancel : (1 + x / freq n) / (freq n + x) = 1 / freq n := by
    field_simp
  rw [key, add_zero, mul_div_assoc, cancel]

/-- A form factor `φ` with zero average and unit mean square is a gap function with
pairing eigenvalue `gd A(x)`. -/
theorem signChanging_eigenvalue [Nonempty ι] (gs gd : ℝ) (φ : ι → ℝ) (hφ : avg φ = 0)
    (hφ2 : avg (fun k => φ k ^ 2) = 1) (N : ℕ) (x : ℝ) :
    pairingMap gs gd φ N x φ = (gd * pairSum N x) • φ := by
  funext k
  simp only [pairingMap, pairSum, Pi.smul_apply, smul_eq_mul, mul_sum, sum_mul]
  refine sum_congr rfl fun n _ => ?_
  have key : avg (fun k' => (gs + gd * φ k * φ k') * dressed φ (freq n) x k')
      = gd * φ k := by
    rw [avg_lin φ (fun k => φ k ^ 2)
      (fun k' => (gs + gd * φ k * φ k') * dressed φ (freq n) x k') gs (gd * φ k) 0
      (fun k' => by simp only [dressed, hφ]; ring), hφ, hφ2]
    ring
  rw [key]
  ring

/-- With at least one Matsubara term, stronger scattering strictly lowers `A(x)` on `x ≥ 0`. -/
theorem pairSum_strictAnti {N : ℕ} (hN : 1 ≤ N) {x y : ℝ} (hx : 0 ≤ x) (hxy : x < y) :
    pairSum N y < pairSum N x := by
  refine sum_lt_sum_of_nonempty ⟨0, mem_range.mpr hN⟩ fun n _ => ?_
  have hw := freq_pos n
  exact one_div_lt_one_div_of_lt (by linarith) (by linarith)

/-- For `gd > gs > 0` and `N ≥ 1` exactly one scattering strength `x > 0` satisfies
`gd A(x) = gs A(0)`. -/
theorem existsUnique_critical {gs gd : ℝ} (hs : 0 < gs) (hd : gs < gd) {N : ℕ} (hN : 1 ≤ N) :
    ∃! x : ℝ, 0 < x ∧ gd * pairSum N x = gs * pairSum N 0 := by
  have hgd : 0 < gd := hs.trans hd
  have hA : 0 < pairSum N 0 := sum_pos
    (fun n _ => by have := freq_pos n; positivity) ⟨0, mem_range.mpr hN⟩
  have h0 : gs * pairSum N 0 < gd * pairSum N 0 := mul_lt_mul_of_pos_right hd hA
  have hX : 0 ≤ N * gd / gs := by positivity
  -- at strength N gd / gs every term of the sign-changing channel is already the smaller one
  have h1 : gd * pairSum N (N * gd / gs) ≤ gs * pairSum N 0 := by
    simp only [pairSum, mul_sum]
    refine sum_le_sum fun n hn => ?_
    have hw := freq_pos n
    have hn' : (n : ℝ) + 1 ≤ N := by exact_mod_cast mem_range.mp hn
    have hwN : freq n ≤ N := by unfold freq; linarith
    have e : gs * (N * gd / gs) = N * gd := by field_simp
    rw [add_zero, mul_one_div, mul_one_div, div_le_div_iff₀ (by positivity) hw]
    nlinarith [mul_le_mul_of_nonneg_right hwN hgd.le, mul_pos hs hw]
  have hcont : ContinuousOn (fun x => gd * pairSum N x) (Set.Icc 0 (N * gd / gs)) := by
    unfold pairSum
    refine continuousOn_const.mul (continuousOn_finsetSum _ fun n _ => ?_)
    refine continuousOn_const.div (continuousOn_const.add continuousOn_id) fun x hx => ?_
    have hw := freq_pos n
    exact (add_pos_of_pos_of_nonneg hw hx.1).ne'
  obtain ⟨c, hc, hceq⟩ := intermediate_value_Icc' hX hcont ⟨h1, h0.le⟩
  have hceq' : gd * pairSum N c = gs * pairSum N 0 := hceq
  have hcpos : 0 < c := by
    rcases hc.1.eq_or_lt with h | h
    · rw [← h] at hceq'
      linarith
    · exact h
  refine ⟨c, ⟨hcpos, hceq'⟩, ?_⟩
  rintro y ⟨hy, hyeq⟩
  rcases lt_trichotomy y c with h | h | h
  · have := mul_lt_mul_of_pos_left (pairSum_strictAnti hN hy.le h) hgd
    linarith
  · exact h
  · have := mul_lt_mul_of_pos_left (pairSum_strictAnti hN hcpos.le h) hgd
    linarith

/-- Let `gd > gs > 0`, `N ≥ 1`, and let `φ` have zero average and unit mean square. Then a critical
strength `c > 0` exists such that, among scattering strengths `x ≥ 0`, the eigenvalue `ld` of `φ`
exceeds the eigenvalue `ls` of the uniform gap exactly below `c`, equals it at `c` only, and is
smaller exactly above. -/
theorem pairing_symmetry_change [Nonempty ι] {gs gd : ℝ} (hs : 0 < gs) (hd : gs < gd)
    {N : ℕ} (hN : 1 ≤ N) (φ : ι → ℝ) (hφ : avg φ = 0) (hφ2 : avg (fun k => φ k ^ 2) = 1) :
    ∃ c : ℝ, 0 < c ∧ ∀ x ls ld : ℝ, 0 ≤ x →
      pairingMap gs gd φ N x (fun _ => 1) = ls • (fun _ : ι => (1 : ℝ)) →
      pairingMap gs gd φ N x φ = ld • φ →
      (ls < ld ↔ x < c) ∧ (ls = ld ↔ x = c) ∧ (ld < ls ↔ c < x) := by
  obtain ⟨c, ⟨hc, hceq⟩, -⟩ := existsUnique_critical hs hd hN
  refine ⟨c, hc, fun x ls ld hx h1 h2 => ?_⟩
  have hgd : 0 < gd := hs.trans hd
  -- a nonzero gap function fixes its eigenvalue
  have els : ls = gs * pairSum N 0 := by
    rw [uniform_eigenvalue gs gd φ hφ N hx] at h1
    have h := congrFun h1 (Classical.arbitrary ι)
    simp only [Pi.smul_apply, smul_eq_mul, mul_one] at h
    exact h.symm
  have hne : ∃ k, φ k ≠ 0 := by
    by_contra hcon
    push Not at hcon
    simp [avg, hcon] at hφ2
  have eld : ld = gd * pairSum N x := by
    obtain ⟨k, hk⟩ := hne
    rw [signChanging_eigenvalue gs gd φ hφ hφ2 N x] at h2
    have h := congrFun h2 k
    simp only [Pi.smul_apply, smul_eq_mul] at h
    exact (mul_right_cancel₀ hk h).symm
  rcases lt_trichotomy x c with h | h | h
  · have H : ls < ld := by
      have := mul_lt_mul_of_pos_left (pairSum_strictAnti hN hx h) hgd
      linarith
    exact ⟨iff_of_true H h, iff_of_false H.ne h.ne, iff_of_false (lt_asymm H) (lt_asymm h)⟩
  · have H : ls = ld := by rw [els, eld, h, hceq]
    exact ⟨iff_of_false H.not_lt h.not_lt, iff_of_true H h,
      iff_of_false H.symm.not_lt h.symm.not_lt⟩
  · have H : ld < ls := by
      have := mul_lt_mul_of_pos_left (pairSum_strictAnti hN hc.le h) hgd
      linarith
    exact ⟨iff_of_false (lt_asymm H) (lt_asymm h), iff_of_false H.ne' h.ne', iff_of_true H h⟩

/-- For `gs > 0` and `N ≥ 1`, a strength `x ≥ 0` with `gd A(x) = gs A(0)` lies between
`(gd/gs - 1)/2` and `(N - 1/2)(gd/gs - 1)`. -/
theorem critical_bounds {gs gd x : ℝ} (hs : 0 < gs) {N : ℕ} (hN : 1 ≤ N) (hx : 0 ≤ x)
    (h : gd * pairSum N x = gs * pairSum N 0) :
    (gd / gs - 1) / 2 ≤ x ∧ x ≤ (N - 1 / 2) * (gd / gs - 1) := by
  have hA : 0 < pairSum N x := sum_pos
    (fun n _ => by have := freq_pos n; positivity) ⟨0, mem_range.mpr hN⟩
  -- compare the two sums term by term, using the lowest and the highest frequency
  have lo : pairSum N 0 ≤ (1 + 2 * x) * pairSum N x := by
    simp only [pairSum, mul_sum]
    refine sum_le_sum fun n _ => ?_
    have hw := freq_pos n
    have hw2 : 1 / 2 ≤ freq n := by unfold freq; linarith [Nat.cast_nonneg (α := ℝ) n]
    rw [add_zero, mul_one_div, div_le_div_iff₀ hw (by positivity)]
    nlinarith [mul_le_mul_of_nonneg_left hw2 hx]
  have hi : (N - 1 / 2 + x) * pairSum N x ≤ (N - 1 / 2) * pairSum N 0 := by
    simp only [pairSum, mul_sum]
    refine sum_le_sum fun n hn => ?_
    have hw := freq_pos n
    have hn' : (n : ℝ) + 1 ≤ N := by exact_mod_cast mem_range.mp hn
    have hwN : freq n ≤ N - 1 / 2 := by unfold freq; linarith
    rw [add_zero, mul_one_div, mul_one_div, div_le_div_iff₀ (by positivity) hw]
    nlinarith [mul_le_mul_of_nonneg_left hwN hx]
  have lo' : gd ≤ gs * (1 + 2 * x) := by
    refine le_of_mul_le_mul_right ?_ hA
    linarith [mul_le_mul_of_nonneg_left lo hs.le]
  have hi' : gs * (N - 1 / 2 + x) ≤ (N - 1 / 2) * gd := by
    refine le_of_mul_le_mul_right ?_ hA
    linear_combination gs * hi - (N - 1 / 2) * h
  have e : gd / gs * gs = gd := div_mul_cancel₀ _ hs.ne'
  constructor
  · refine le_of_mul_le_mul_right ?_ hs
    linarith
  · refine le_of_mul_le_mul_right ?_ hs
    linear_combination hi' - (N - 1 / 2) * e

/-- The four-patch d-wave form factor `(1, -1, 1, -1)` has zero average and unit mean square. -/
theorem formFactor_witness :
    avg (![1, -1, 1, -1] : Fin 4 → ℝ) = 0 ∧
      avg (fun k => (![1, -1, 1, -1] : Fin 4 → ℝ) k ^ 2) = 1 := by
  constructor <;> norm_num [avg, Fin.sum_univ_succ]

end

end DisorderPairingSymmetry
```

```lean
#print axioms DisorderPairingSymmetry.ladder_iff
-- 'DisorderPairingSymmetry.ladder_iff' depends on axioms: [propext, Classical.choice, Quot.sound]
#print axioms DisorderPairingSymmetry.uniform_eigenvalue
-- 'DisorderPairingSymmetry.uniform_eigenvalue' depends on axioms: [propext, Classical.choice, Quot.sound]
#print axioms DisorderPairingSymmetry.pairing_symmetry_change
-- 'DisorderPairingSymmetry.pairing_symmetry_change' depends on axioms: [propext, Classical.choice, Quot.sound]
#print axioms DisorderPairingSymmetry.critical_bounds
-- 'DisorderPairingSymmetry.critical_bounds' depends on axioms: [propext, Classical.choice, Quot.sound]
```

### What the Lean statements say

The type `ι` is the set of patches, a gap function is a map `ι → ℝ`, and `avg`, `pairSum` and `pairingMap` are $\langle\cdot\rangle$, $A$ and $K$. The definition `dressed` is the closed form of $D$, and `ladder_iff` shows that it is the only solution of the ladder equation for $w>0$ and $x\ge0$.

`existsUnique_critical` states that exactly one $x>0$ satisfies $g_dA(x)=g_sA(0)$. `pairing_symmetry_change` speaks about eigenvalues of the map itself: there is a $c>0$ such that, for any $x\ge0$, if `ls` is the eigenvalue of the uniform gap and `ld` that of $\varphi$, then `ls < ld` exactly when `x < c`, with the matching equivalences for equality and for the reverse order. `formFactor_witness` supplies a d-wave example, $(1,-1,1,-1)$ on four patches.

The frequency shift and the ladder equation are assumed. They stand for weak, non-magnetic, isotropic scattering with a constant density of states. Temperature and cutoff are fixed, so the theorem orders pairing eigenvalues and not transition temperatures. It also says nothing about the gap below the transition, where the equation is nonlinear.

### How the lemmas carry the argument

`avg_lin` averages the ladder equation and the products inside `pairingMap`. In `ladder_iff` it fixes $\langle D\rangle$, and `linear_combination` then assembles the closed form. The step `cancel` in `uniform_eigenvalue` is the cancellation between dressing and shift; in `signChanging_eigenvalue` the hypothesis `hφ` removes the dressing.

`pairSum_strictAnti` compares the sums term by term. `existsUnique_critical` applies `intermediate_value_Icc'` on $[0,Ng_d/g_s]$ and obtains uniqueness from monotonicity. The main theorem first identifies `ls` and `ld` with the two formulas, using that neither gap function is zero, and then treats $x<c$, $x=c$ and $x>c$ separately. The steps `lo` and `hi` in `critical_bounds` are the two termwise estimates above.

### Finding the crossing in a calculation

In a weak-coupling calculation with these two channels, one chooses $N$ from the pairing cutoff divided by $2\pi T$ and solves $g_dA(x)=g_sA(0)$ by bisection, with the two bounds as the starting bracket. For $N=2$ and $g_d=2g_s$ the bracket is $[0.5,\,1.5]$. The equation reduces to $4x^2+2x-3=0$, whose positive root is $c\approx0.651$. Multiplying by $2\pi T$ turns this into the energy by which scattering shifts the Matsubara frequencies at the crossing.
